# In atomic units, the slopes of two free reduced radial s waves sin(kr)/k differ at radius r by at most their energy separation times r²

The theorem `slope_difference_le` concerns a free electron, with no potential, in atomic units. Its reduced radial s wave, which is r times the radial wave function, is taken as sin(kr)/k, or r when k = 0. This is scaled to have slope one at the origin rather than normalised to unit probability. For all real k, q and r, the slopes of the reduced waves with wave numbers k and q differ at r by at most |k²/2 − q²/2| r². The proof computes the slopes as cos(kr) and cos(qr), writes the difference of cosines as a product of sines, and bounds each sine by |sin a| ≤ |a|.

As first written in Lean, the proof fails:

```lean
import Mathlib

namespace SlopeDifferenceLe

noncomputable section

/-- Kinetic energy `k² / 2` of a free electron with wave number `k`, in atomic units. -/
def energy (k : ℝ) : ℝ := k ^ 2 / 2

/-- The free radial s partial wave `sin (k r) / k`, which at zero wave number is `r`. -/
def sWave (k r : ℝ) : ℝ := if k = 0 then r else Real.sin (k * r) / k

/-- The slope of the free s partial wave at radius `r` is `cos (k r)`. -/
theorem hasDerivAt_sWave (k r : ℝ) : HasDerivAt (sWave k) (Real.cos (k * r)) r := by
  by_cases hk : k = 0
  · subst hk
    have h : sWave 0 = fun x => x := by
      funext x
      simp [sWave]
    rw [h, zero_mul, Real.cos_zero]
    exact hasDerivAt_id' r
  · have h : sWave k = fun x => Real.sin (k * x) / k := by
      funext x
      simp [sWave, hk]
    have h1 : HasDerivAt (fun x : ℝ => k * x) k r := by
      simpa using (hasDerivAt_id' r).const_mul k
    rw [h]
    exact (h1.sin.div_const k).congr_deriv (mul_div_cancel_right₀ _ hk)

/-- For real wave numbers `k` and `q`, the slopes of the free s partial waves `sWave k` and
`sWave q` at radius `r` differ by at most the energy separation times `r²`. -/
theorem slope_difference_le (k q r : ℝ) :
    |deriv (sWave k) r - deriv (sWave q) r| ≤ |energy k - energy q| * r ^ 2 := by
  have hsin : ∀ a : ℝ, |Real.sin a| ≤ |a| := by
    intro a
    have h : 1 - (2 * a) ^ 2 / 2 ≤ Real.cos (2 * a) := Real.one_sub_sq_div_two_le_cos
    rw [Real.cos_two_mul] at h
    exact sq_le_sq.mp (by linarith [Real.sin_sq_add_cos_sq a])
  rw [(hasDerivAt_sWave k r).deriv, (hasDerivAt_sWave q r).deriv]
  calc |Real.cos (k * r) - Real.cos (q * r)|
      = 2 * (|Real.sin ((k * r + q * r) / 2)| * |Real.sin ((k * r - q * r) / 2)|) := by
        rw [Real.cos_sub_cos, abs_mul, abs_mul, abs_neg, abs_two]
        ring
    _ ≤ 2 * (|(k * r + q * r) / 2| * |(k * r - q * r) / 2|) := by
        gcongr
        · exact hsin _
        · exact hsin _
    _ = |energy k - energy q| * r ^ 2 := by
        rw [← abs_mul, show (k * r + q * r) / 2 * ((k * r - q * r) / 2)
          = (energy k - energy q) * (r ^ 2 / 2) by unfold energy; ring, abs_mul,
          abs_of_nonneg (by positivity : (0 : ℝ) ≤ r ^ 2 / 2)]
        ring

end

end SlopeDifferenceLe
```

Messages:

```
Main.lean:46:10: error: Type mismatch
  hsin ?m.370
has type
  |Real.sin ?m.370| ≤ |?m.370|
but is expected to have type
  0 ≤ Real.sin ((k * r + q * r) / 2)
Main.lean:47:10: error: Type mismatch
  hsin ?m.371
has type
  |Real.sin ?m.371| ≤ |?m.371|
but is expected to have type
  Real.sin ((k * r + q * r) / 2) ≤ (k * r + q * r) / 2
Main.lean:44:63: error: unsolved goals
case ha
k q r : ℝ
hsin : ∀ (a : ℝ), |Real.sin a| ≤ |a|
⊢ 0 ≤ Real.sin ((k * r - q * r) / 2)

case hab
k q r : ℝ
hsin : ∀ (a : ℝ), |Real.sin a| ≤ |a|
⊢ Real.sin ((k * r - q * r) / 2) ≤ (k * r - q * r) / 2
```

After these edits no error is left:

```diff
@@ -43,7 +43,6 @@
         ring
     _ ≤ 2 * (|(k * r + q * r) / 2| * |(k * r - q * r) / 2|) := by
-        gcongr
-        · exact hsin _
-        · exact hsin _
+        exact mul_le_mul_of_nonneg_left
+          (mul_le_mul (hsin _) (hsin _) (abs_nonneg _) (abs_nonneg _)) zero_le_two
     _ = |energy k - energy q| * r ^ 2 := by
         rw [← abs_mul, show (k * r + q * r) / 2 * ((k * r - q * r) / 2)
```

Cause. The failure is in the second step of the `calc`, where each |sin a| is to be replaced by |a|. The proof expects `gcongr` to stop at the two inequalities between absolute values, which are exactly what `hsin` supplies. Instead `gcongr` goes inside the absolute values and, for each factor, asks for 0 ≤ sin a and sin a ≤ a. These would suffice, but they don't hold for every real a.

The four resulting goals account for all three messages. The two `exact hsin _` lines meet the pair for the first factor, and each gives a type mismatch. The pair for the second factor has no proof at all, and is reported as unsolved goals.

The repair replaces `gcongr` with explicit lemmas. `mul_le_mul` takes the two bounds from `hsin` as they stand, along with two nonnegativity facts, both given by `abs_nonneg`. `mul_le_mul_of_nonneg_left` then multiplies by 2, using `zero_le_two`. The absolute values are never opened, so no condition on the sign of a sine arises.
